# The second-order Holstein shift at the bottom of a one-dimensional band is $-g^2/\sqrt{w^2+4tw}$

The phonon shift is defined here as an integral over the Brillouin zone of an infinite chain; it is not derived from a Hamiltonian. The integral is the second-order perturbation formula for one electron in the phonon vacuum. The electron, with momentum $k$ and band energy $\varepsilon(k)=-2t\cos k$, emits a phonon of momentum $q$ and energy $w$, and then reabsorbs it:

$$\Delta(k)=\frac1{2\pi}\int_{-\pi}^{\pi}\frac{g^2}{\varepsilon(k)-\varepsilon(k-q)-w}\,dq .$$

Here $t$ is the hopping and $g$ the Holstein coupling, with $\hbar$ and the lattice spacing set to one. The coupling is an energy: it multiplies $n_j(b_j+b_j^\dagger)$ at each site $j$, where $n_j$ counts the electrons and $b_j$ removes a phonon. For $w>0$ and $t\ge0$,

$$\frac1{2\pi}\int_{-\pi}^{\pi}\frac{dq}{w+2t(1-\cos q)}=\frac1{\sqrt{w^2+4tw}},\qquad \Delta(0)=-\frac{g^2}{\sqrt{w^2+4tw}} .$$

If $t>0$ and $g\ne0$, the magnitude of $\Delta(0)$ is strictly below the atomic value $g^2/w$.

## A reference value for momentum sums

A code that computes phonon corrections to a band by summing over a momentum mesh can be compared with this formula, for a single electron on a chain with dispersionless phonons and to second order in $g$. The comparison tests the zone normalisation and the sign of the energy denominator. The curvature derived below does the same for a mass extracted by numerical differentiation.

## From the energy denominator to the mass

Set $A=w+2t\cos k$ and $B=2t$. Then

$$\varepsilon(k)-\varepsilon(k-q)-w=-\bigl(A-B\cos(k-q)\bigr).$$

The condition $2t(1-\cos k)<w$ says that the electron lacks the energy to emit a real phonon. It is the same as $B<A$, so $A-B\cos q\ge A-|B|>0$ and no denominator vanishes (`denominator_pos`).

Let $S=\sqrt{A^2-B^2}$ and $D=A+S-B\cos q$, and take

$$F(q)=\frac{q+2\arctan u}{S},\qquad u=\frac{B\sin q}{D}.$$

The quotient rule and $\sin^2q+\cos^2q=1$ give

$$u'=\frac{B(A+S)\cos q-B^2}{D^2}.$$

Using $B^2=A^2-S^2$ as well,

$$1+u^2=\frac{(A+S)^2-2(A+S)B\cos q+B^2}{D^2}=\frac{2(A+S)(A-B\cos q)}{D^2}.$$

Since $B^2/(A+S)=A-S$,

$$1+\frac{2u'}{1+u^2}=1+\frac{B\cos q-A+S}{A-B\cos q}=\frac{S}{A-B\cos q},$$

and therefore $F'(q)=1/(A-B\cos q)$. In `hasDerivAt_primitive`, the steps `key` and `hnum` are the two simplifications above.

At $q=\pm\pi$ the sine vanishes, so $F(\pi)-F(-\pi)=2\pi/S$ and the zone average is $1/S$ (`zone_average`). The integrand has period $2\pi$, so replacing $q$ by $k-q$ leaves the average unchanged. This gives `secondOrderShift_eq`:

$$\Delta(k)=-\frac{g^2}{\sqrt{(w+2t\cos k)^2-4t^2}} .$$

At $k=0$ the radicand is $(w+2t)^2-4t^2=w^2+4tw$. It exceeds $w^2$ when $t>0$, which proves the comparison with the atomic value.

For the corrected band $E(k)=\varepsilon(k)+\Delta(k)$, the chain rule with $dA/dk=-2t\sin k$ gives

$$E'(k)=2t\sin k\left(1-\frac{g^2A}{S^3}\right).$$

Differentiating again at $k=0$ leaves only the term from the sine:

$$E''(0)=2t\left(1-\frac{g^2(w+2t)}{(w^2+4tw)^{3/2}}\right).$$

This is the inverse effective mass to second order in $g$. For $t>0$ and weak nonzero coupling it is reduced, so the electron is heavier. In `polaron_velocity` and `polaron_inverse_mass`, the closed form may be differentiated because the threshold condition, if it holds at $k$, also holds at all nearby momenta.

## The Lean file

```lean
import Mathlib

open scoped Real Topology

namespace HolsteinWeakCoupling

noncomputable section

/-- Tight-binding band energy of an electron with hopping `t` on a chain of unit spacing. -/
def band (t k : ℝ) : ℝ := -2 * t * Real.cos k

/-- Second-order energy shift of an electron of momentum `k` that emits and reabsorbs a phonon of
energy `w` and momentum `q`, averaged over the Brillouin zone; `g` is the Holstein coupling.
The domain is `2 t (1 - cos k) < w` with `t ≥ 0`, where no energy denominator vanishes. -/
def secondOrderShift (g w t k : ℝ) : ℝ :=
  1 / (2 * π) * ∫ q in (-π)..π, g ^ 2 / (band t k - (band t (k - q) + w))

/-- Electron band including the second-order phonon shift, on the domain of that shift. -/
def polaronBand (g w t k : ℝ) : ℝ := band t k + secondOrderShift g w t k

/-- The expression `A - B cos q` is positive for every real `q` if `|B| < A`. -/
theorem denominator_pos {A B : ℝ} (h : |B| < A) (q : ℝ) : 0 < A - B * Real.cos q := by
  have h1 : B * Real.cos q ≤ |B| := by
    calc B * Real.cos q ≤ |B * Real.cos q| := le_abs_self _
      _ = |B| * |Real.cos q| := abs_mul _ _
      _ ≤ |B| * 1 := mul_le_mul_of_nonneg_left (Real.abs_cos_le_one q) (abs_nonneg B)
      _ = |B| := mul_one _
  linarith

/-- A primitive of `1 / (A - B cos q)`, with this derivative at every real `q`, for `|B| < A` and
`S` the positive root of `A² - B²`. -/
theorem hasDerivAt_primitive {A B S : ℝ} (h : |B| < A) (hS : 0 < S)
    (hSq : S ^ 2 = A ^ 2 - B ^ 2) (q : ℝ) :
    HasDerivAt (fun x => (x + 2 * Real.arctan (B * Real.sin x / (A + S - B * Real.cos x))) / S)
      (1 / (A - B * Real.cos q)) q := by
  have hP := denominator_pos h q
  have hP' : A - B * Real.cos q ≠ 0 := hP.ne'
  have hC : A + S ≠ 0 := by linarith [abs_nonneg B] |> fun (h0 : 0 < A + S) => h0.ne'
  have hD : A + S - B * Real.cos q ≠ 0 := by
    have h0 : 0 < A + S - B * Real.cos q := by linarith
    exact h0.ne'
  have hn : HasDerivAt (fun x => B * Real.sin x) (B * Real.cos q) q :=
    (Real.hasDerivAt_sin q).const_mul B
  have hd : HasDerivAt (fun x => A + S - B * Real.cos x) (B * Real.sin q) q :=
    (((Real.hasDerivAt_cos q).const_mul B).const_sub (A + S)).congr_deriv (by ring)
  have hF := ((hasDerivAt_id' q).fun_add ((hn.fun_div hd hD).arctan.const_mul 2)).div_const S
  refine hF.congr_deriv ?_
  -- sin² + cos² = 1 simplifies both pieces of the arctangent's derivative; `key` also uses `hSq`
  have key : 1 + (B * Real.sin q / (A + S - B * Real.cos q)) ^ 2
      = 2 * (A + S) * (A - B * Real.cos q) / (A + S - B * Real.cos q) ^ 2 := by
    field_simp
    linear_combination B ^ 2 * Real.sin_sq_add_cos_sq q + hSq
  have hnum : B * Real.cos q * (A + S - B * Real.cos q) - B * Real.sin q * (B * Real.sin q)
      = B * (A + S) * Real.cos q - B ^ 2 := by
    linear_combination -B ^ 2 * Real.sin_sq_add_cos_sq q
  rw [key, hnum]
  field_simp
  linear_combination -hSq

/-- The Brillouin-zone average of `1 / (A - B cos q)` is `1 / √(A² - B²)` if `|B| < A`. -/
theorem zone_average {A B : ℝ} (h : |B| < A) :
    1 / (2 * π) * ∫ q in (-π)..π, 1 / (A - B * Real.cos q) = 1 / √(A ^ 2 - B ^ 2) := by
  have hpos : 0 < A ^ 2 - B ^ 2 := sub_pos.2 (sq_lt_sq.2 (h.trans_le (le_abs_self A)))
  have hcont : Continuous fun q : ℝ => 1 / (A - B * Real.cos q) :=
    continuous_const.div (by fun_prop) fun q => (denominator_pos h q).ne'
  rw [intervalIntegral.integral_eq_sub_of_hasDerivAt
    (fun q _ => hasDerivAt_primitive h (Real.sqrt_pos.2 hpos) (Real.sq_sqrt hpos.le) q)
    (hcont.intervalIntegrable _ _)]
  -- the arctangent vanishes at both zone edges
  simp only [Real.sin_neg, Real.sin_pi, neg_zero, mul_zero, zero_div, Real.arctan_zero, add_zero]
  have h2 : π / √(A ^ 2 - B ^ 2) - -π / √(A ^ 2 - B ^ 2)
      = 2 * π * (1 / √(A ^ 2 - B ^ 2)) := by ring
  rw [h2, ← mul_assoc, one_div_mul_cancel (by positivity), one_mul]

/-- For phonon energy `w > 0` and hopping `t ≥ 0`, the zone average of
`1 / (w + 2t(1 - cos q))` is `1 / √(w² + 4tw)`. -/
theorem zone_average_band_bottom {w t : ℝ} (hw : 0 < w) (ht : 0 ≤ t) :
    1 / (2 * π) * ∫ q in (-π)..π, 1 / (w + 2 * t * (1 - Real.cos q))
      = 1 / √(w ^ 2 + 4 * t * w) := by
  have h : |2 * t| < w + 2 * t := by
    rw [abs_of_nonneg (by positivity)]
    linarith
  have e : ∀ q : ℝ, w + 2 * t * (1 - Real.cos q) = w + 2 * t - 2 * t * Real.cos q := by
    intro q
    ring
  simp only [e]
  rw [zone_average h, show (w + 2 * t) ^ 2 - (2 * t) ^ 2 = w ^ 2 + 4 * t * w by ring]

/-- Second-order Holstein shift at any momentum `k` below the phonon-emission threshold
`2t(1 - cos k) < w`, for hopping `t ≥ 0`. -/
theorem secondOrderShift_eq (g : ℝ) {w t k : ℝ} (ht : 0 ≤ t)
    (h : 2 * t * (1 - Real.cos k) < w) :
    secondOrderShift g w t k = -g ^ 2 / √((w + 2 * t * Real.cos k) ^ 2 - (2 * t) ^ 2) := by
  have hAB : |2 * t| < w + 2 * t * Real.cos k := by
    rw [abs_of_nonneg (by positivity)]
    linarith
  have hper : Function.Periodic
      (fun p : ℝ => 1 / (w + 2 * t * Real.cos k - 2 * t * Real.cos p)) (2 * π) := by
    intro p
    simp only [Real.cos_add_two_pi]
  -- the momentum offset `k` drops out of an average over a full period
  have hshift : ∫ q in (-π)..π, 1 / (w + 2 * t * Real.cos k - 2 * t * Real.cos (k - q))
      = ∫ q in (-π)..π, 1 / (w + 2 * t * Real.cos k - 2 * t * Real.cos q) := by
    rw [intervalIntegral.integral_comp_sub_left
      (fun p : ℝ => 1 / (w + 2 * t * Real.cos k - 2 * t * Real.cos p)) k]
    have h1 := hper.intervalIntegral_add_eq (k - π) (-π)
    rw [show k - π + 2 * π = k - -π by ring, show -π + 2 * π = π by ring] at h1
    exact h1
  have hint : ∀ q : ℝ, g ^ 2 / (band t k - (band t (k - q) + w))
      = -g ^ 2 * (1 / (w + 2 * t * Real.cos k - 2 * t * Real.cos (k - q))) := by
    intro q
    rw [show band t k - (band t (k - q) + w)
      = -(w + 2 * t * Real.cos k - 2 * t * Real.cos (k - q)) by unfold band; ring, div_neg]
    ring
  unfold secondOrderShift
  simp only [hint]
  rw [intervalIntegral.integral_const_mul, hshift, mul_left_comm, zone_average hAB, mul_one_div]

/-- At zero momentum the second-order Holstein shift is `-g² / √(w² + 4tw)`, for `w > 0` and
`t ≥ 0`. -/
theorem shift_band_bottom (g : ℝ) {w t : ℝ} (hw : 0 < w) (ht : 0 ≤ t) :
    secondOrderShift g w t 0 = -g ^ 2 / √(w ^ 2 + 4 * t * w) := by
  rw [secondOrderShift_eq g ht (by simpa using hw), Real.cos_zero,
    show (w + 2 * t * 1) ^ 2 - (2 * t) ^ 2 = w ^ 2 + 4 * t * w by ring]

/-- At zero momentum the shift without hopping is the atomic value `-g² / w`, and any hopping
`t > 0` makes it strictly smaller in magnitude, for `w > 0` and `g ≠ 0`. -/
theorem shift_lt_atomic {g w t : ℝ} (hg : g ≠ 0) (hw : 0 < w) (ht : 0 < t) :
    secondOrderShift g w 0 0 = -g ^ 2 / w ∧ |secondOrderShift g w t 0| < g ^ 2 / w := by
  constructor
  · rw [shift_band_bottom g hw le_rfl, show w ^ 2 + 4 * 0 * w = w ^ 2 by ring,
      Real.sqrt_sq hw.le]
  · have hlt : w < √(w ^ 2 + 4 * t * w) := by
      rw [Real.lt_sqrt hw.le]
      have : 0 < 4 * t * w := by positivity
      linarith
    rw [shift_band_bottom g hw ht.le, abs_div, abs_neg, abs_of_nonneg (sq_nonneg g),
      abs_of_nonneg (Real.sqrt_nonneg _)]
    exact div_lt_div_of_pos_left (by positivity) hw hlt

/-- Group velocity of the phonon-corrected band at a momentum below the emission threshold, for
hopping `t ≥ 0`. -/
theorem polaron_velocity (g : ℝ) {w t k : ℝ} (ht : 0 ≤ t)
    (h : 2 * t * (1 - Real.cos k) < w) :
    HasDerivAt (polaronBand g w t) (2 * t * Real.sin k * (1 - g ^ 2 * (w + 2 * t * Real.cos k) /
      √((w + 2 * t * Real.cos k) ^ 2 - (2 * t) ^ 2) ^ 3)) k := by
  have hpos : 0 < (w + 2 * t * Real.cos k) ^ 2 - (2 * t) ^ 2 := by
    have h1 : 0 < w + 2 * t * Real.cos k - 2 * t := by linarith
    have h2 : 0 < w + 2 * t * Real.cos k + 2 * t := by linarith
    linarith [mul_pos h1 h2]
  -- the threshold condition is open, so the closed form holds near `k`
  have hopen : IsOpen {x : ℝ | 2 * t * (1 - Real.cos x) < w} :=
    isOpen_lt (by fun_prop) continuous_const
  have hev : polaronBand g w t =ᶠ[𝓝 k] fun x =>
      band t x + -g ^ 2 / √((w + 2 * t * Real.cos x) ^ 2 - (2 * t) ^ 2) := by
    filter_upwards [hopen.mem_nhds h] with x hx
    unfold polaronBand
    rw [secondOrderShift_eq g ht hx]
  have hb : HasDerivAt (band t) (2 * t * Real.sin k) k :=
    ((Real.hasDerivAt_cos k).const_mul (-2 * t)).congr_deriv (by ring)
  have hA : HasDerivAt (fun x => w + 2 * t * Real.cos x) (2 * t * -Real.sin k) k :=
    ((Real.hasDerivAt_cos k).const_mul (2 * t)).const_add w
  have hD : HasDerivAt (fun x => (w + 2 * t * Real.cos x) ^ 2 - (2 * t) ^ 2)
      (2 * (w + 2 * t * Real.cos k) * (2 * t * -Real.sin k)) k :=
    ((hA.fun_pow 2).sub_const ((2 * t) ^ 2)).congr_deriv (by norm_num)
  have hq := (hasDerivAt_const k (-g ^ 2)).fun_div (hD.sqrt hpos.ne') (Real.sqrt_pos.2 hpos).ne'
  exact ((hb.fun_add hq).congr_of_eventuallyEq hev).congr_deriv (by ring)

/-- Curvature of the phonon-corrected band at zero momentum, which is the inverse effective mass
in units of `ħ` and the lattice spacing, for `w > 0` and `t ≥ 0`. -/
theorem polaron_inverse_mass (g : ℝ) {w t : ℝ} (hw : 0 < w) (ht : 0 ≤ t) :
    HasDerivAt (deriv (polaronBand g w t))
      (2 * t * (1 - g ^ 2 * (w + 2 * t) / √(w ^ 2 + 4 * t * w) ^ 3)) 0 := by
  have hopen : IsOpen {x : ℝ | 2 * t * (1 - Real.cos x) < w} :=
    isOpen_lt (by fun_prop) continuous_const
  have h0 : (0 : ℝ) ∈ {x : ℝ | 2 * t * (1 - Real.cos x) < w} := by simpa using hw
  have hev : deriv (polaronBand g w t) =ᶠ[𝓝 0] fun x =>
      2 * t * Real.sin x * (1 - g ^ 2 * (w + 2 * t * Real.cos x) /
        √((w + 2 * t * Real.cos x) ^ 2 - (2 * t) ^ 2) ^ 3) := by
    filter_upwards [hopen.mem_nhds h0] with x hx
    exact (polaron_velocity g ht hx).deriv
  have hpos : 0 < (w + 2 * t * Real.cos 0) ^ 2 - (2 * t) ^ 2 := by
    rw [Real.cos_zero, show (w + 2 * t * 1) ^ 2 - (2 * t) ^ 2 = w ^ 2 + 4 * t * w by ring]
    positivity
  have hR : DifferentiableAt ℝ
      (fun x : ℝ => √((w + 2 * t * Real.cos x) ^ 2 - (2 * t) ^ 2)) 0 :=
    DifferentiableAt.sqrt (by fun_prop) hpos.ne'
  have hG : DifferentiableAt ℝ (fun x : ℝ => 1 - g ^ 2 * (w + 2 * t * Real.cos x) /
      √((w + 2 * t * Real.cos x) ^ 2 - (2 * t) ^ 2) ^ 3) 0 :=
    (DifferentiableAt.div (by fun_prop) (hR.pow 3)
      (pow_ne_zero 3 (Real.sqrt_pos.2 hpos).ne')).const_sub 1
  -- since sin 0 = 0, only the derivative of the sine contributes
  refine ((((Real.hasDerivAt_sin 0).const_mul (2 * t)).fun_mul
    hG.hasDerivAt).congr_of_eventuallyEq hev).congr_deriv ?_
  simp only [Real.cos_zero, Real.sin_zero, mul_one, mul_zero, zero_mul, add_zero]
  rw [show (w + 2 * t) ^ 2 - (2 * t) ^ 2 = w ^ 2 + 4 * t * w by ring]

end

end HolsteinWeakCoupling
```

```lean
#print axioms HolsteinWeakCoupling.zone_average_band_bottom
#print axioms HolsteinWeakCoupling.shift_band_bottom
#print axioms HolsteinWeakCoupling.shift_lt_atomic
#print axioms HolsteinWeakCoupling.polaron_inverse_mass
```

```
'HolsteinWeakCoupling.zone_average_band_bottom' depends on axioms: [propext, Classical.choice, Quot.sound]
'HolsteinWeakCoupling.shift_band_bottom' depends on axioms: [propext, Classical.choice, Quot.sound]
'HolsteinWeakCoupling.shift_lt_atomic' depends on axioms: [propext, Classical.choice, Quot.sound]
'HolsteinWeakCoupling.polaron_inverse_mass' depends on axioms: [propext, Classical.choice, Quot.sound]
```

## A primitive without a jump at the zone edge

The proof turns on `intervalIntegral.integral_eq_sub_of_hasDerivAt`, Mathlib's fundamental theorem of calculus. It requires a derivative at every point of the closed interval, including both ends, and an integrable integrand. The familiar half-angle primitive contains $\tan(q/2)$, which diverges at $q=\pm\pi$. Lean assigns the tangent the value zero there, so subtracting endpoint values would give zero for a positive integral. The primitive $F$ is smooth across the whole zone because $D>0$ everywhere, and its linear term $q/S$ carries the entire integral.

## Reach of the theorems

All parameters are real numbers. `secondOrderShift g w t k` is $\Delta(k)$ and `polaronBand g w t k` is $E(k)$. The integral identity is `zone_average_band_bottom`, and the shift at the band bottom is `shift_band_bottom`. `shift_lt_atomic` states the atomic value at zero hopping together with the strict inequality. In `polaron_inverse_mass`, `HasDerivAt (deriv (polaronBand g w t))` at `0` expresses the second derivative at $k=0$.

The formulas hold for every real $g$ as statements about the defined functions, but for $t>0$ their reading as polaron energies needs weak coupling. At large $g$ the curvature formula then even turns negative, where second-order perturbation theory is no longer a guide. Without hopping, the shift $-g^2/w$ of a single electron is exact for every $g$, a fact that the file does not prove. Higher orders, finite temperature, phonon dispersion and momenta at or above the emission threshold are not treated, and neither is the rounding or mesh error of a program.

## The same shift on a finite ring

A simulation often has $N$ sites with periodic boundary conditions and a sum over the $N$ allowed momenta, which are the integer multiples of $2\pi/N$ in one zone. Defining the shift by that sum would change the closed form. For $t>0$ and an allowed $k$ below threshold, a Fourier expansion, which the file does not contain, gives

$$\Delta_N(k)=-\frac{g^2}{S}\,\frac{1+r^N}{1-r^N},\qquad r=\frac{A-S}{B},\quad 0<r<1 .$$

The finite-size error thus decays exponentially with $N$, but slowly near the threshold, where $r$ approaches one. At $N=1$ and $k=0$ the sum has only the $q=0$ term and returns the atomic value $-g^2/w$.
